# Classical dipoles in mean field: one positive self-consistent orientation for coupling K > 3, none for 0 < K ≤ 3

Q: Take a polar liquid with no applied field. Can its molecules line up through the field they make for one another? Show me the smallest case in which that could start.

A: Take one classical dipole of moment $\mu$ in a weak field $E$. Let $u$ be the cosine of the angle between them, and let $x=\mu E/(k_BT)$ be the field energy over the thermal energy. With no field, $u$ is uniform on $[-1,1]$. To first order the Boltzmann weight is $1+xu$, so the mean cosine is $x\langle u^2\rangle_0=x/3$.

Now let the field come from the neighbours, in proportion to their mean orientation $p$, so that $x=Kp$. A small orientation $p$ then produces the response $Kp/3$. The feedback shrinks it if $K<3$ and amplifies it if $K>3$. The constant $K$ is the energy scale of a dipole in the field of fully aligned neighbours, divided by $k_BT$; at fixed moment and field constant, cooling raises it.

Q: That is linear response. What replaces $x/3$ in a strong field?

A: The Langevin function, $L(x)=\cosh x/\sinh x-1/x$. The code defines it separately from the thermal average.

```lean
import Mathlib

open Real

namespace OrientationalCatastrophe

noncomputable section

/-- The Langevin function `coth x - 1/x`, for nonzero reduced field `x`. -/
def langevin (x : ℝ) : ℝ := cosh x / sinh x - 1 / x

/-- Boltzmann average of the cosine `u` of the angle between a classical dipole and a field,
where `x` is the field energy divided by the thermal energy. -/
def meanOrientation (x : ℝ) : ℝ :=
  (∫ u in (-1 : ℝ)..1, u * exp (x * u)) / ∫ u in (-1 : ℝ)..1, exp (x * u)
```

Q: Then I have my first doubt. Anyone can type a formula and call it `langevin`. Why is it the orientation of a dipole?

A: Because `meanOrientation` is the Boltzmann average itself, and the two are proved equal for $x\neq0$. The measure $du$ on $[-1,1]$ is the solid angle in three dimensions, with the azimuthal factor $2\pi$ left out because it cancels in the ratio. The integrals are

$$\int_{-1}^1 e^{xu}\,du=\left[\frac{e^{xu}}{x}\right]_{-1}^{1}=\frac{2\sinh x}{x},$$

$$\int_{-1}^1 u\,e^{xu}\,du=\left[\left(\frac{u}{x}-\frac1{x^2}\right)e^{xu}\right]_{-1}^{1}=\frac{2\cosh x}{x}-\frac{2\sinh x}{x^2}.$$

Their quotient is $L(x)$. In the proof, `hZ` and `hN` are these two integrals, each obtained by differentiating the antiderivative shown and applying the fundamental theorem of calculus.

```lean
/-- In a nonzero reduced field `x` the orientational partition function is `2 sinh x / x`,
and the mean orientation of the dipole is the Langevin function. -/
theorem thermal_average {x : ℝ} (hx : x ≠ 0) :
    (∫ u in (-1 : ℝ)..1, exp (x * u)) = 2 * sinh x / x ∧
      meanOrientation x = langevin x := by
  have hs : sinh x ≠ 0 := mt Real.sinh_eq_zero.1 hx
  have he : ∀ u : ℝ, HasDerivAt (fun u => exp (x * u)) (exp (x * u) * x) u := fun u =>
    (((hasDerivAt_id' u).const_mul x).exp).congr_deriv (by ring)
  have hZ : (∫ u in (-1 : ℝ)..1, exp (x * u)) = 2 * sinh x / x := by
    rw [intervalIntegral.integral_eq_sub_of_hasDerivAt (f := fun u => exp (x * u) / x)
      (fun u _ => ((he u).div_const x).congr_deriv (by field_simp))
      (Continuous.intervalIntegrable (by fun_prop) _ _)]
    simp only [mul_one, mul_neg, Real.sinh_eq]
    ring
  have hN : (∫ u in (-1 : ℝ)..1, u * exp (x * u)) = 2 * cosh x / x - 2 * sinh x / x ^ 2 := by
    rw [intervalIntegral.integral_eq_sub_of_hasDerivAt
      (f := fun u => (u / x - 1 / x ^ 2) * exp (x * u))
      (fun u _ => ((((hasDerivAt_id' u).div_const x).sub_const (1 / x ^ 2)).fun_mul
        (he u)).congr_deriv (by field_simp; ring))
      (Continuous.intervalIntegrable (by fun_prop) _ _)]
    simp only [mul_one, mul_neg, Real.sinh_eq, Real.cosh_eq]
    ring
  refine ⟨hZ, ?_⟩
  have hcs : cosh x / sinh x * sinh x = cosh x := div_mul_cancel₀ _ hs
  rw [meanOrientation, hN, hZ, div_eq_iff (div_ne_zero (mul_ne_zero two_ne_zero hs) hx), langevin]
  linear_combination (-2 / x) * hcs
```

Q: Fine. But the small-field argument says nothing about large $p$. Could a solution with large $p$ exist below $K=3$?

A: No, because $L(x)<x/3$ for every $x>0$, not only for small $x$. This and the other bounds rest on one tool: a function that is continuous on $[0,\infty)$, vanishes at zero and has a positive derivative at every positive point is positive at every positive point. The Lean version asks for differentiability on the whole line, which all the functions used here have, and gets the result from strict monotonicity on $[0,\infty)$.

```lean
/-- A function that is differentiable on the whole line, vanishes at zero and has positive
derivative at every positive point is positive at every positive point. -/
theorem pos_of_deriv_pos {f f' : ℝ → ℝ} (h0 : f 0 = 0) (hd : ∀ x, HasDerivAt f (f' x) x)
    (hp : ∀ x, 0 < x → 0 < f' x) {x : ℝ} (hx : 0 < x) : 0 < f x := by
  have hm : StrictMonoOn f (Set.Ici 0) :=
    strictMonoOn_of_deriv_pos (convex_Ici 0)
      (fun y _ => (hd y).continuousAt.continuousWithinAt)
      (fun y hy => by
        rw [interior_Ici] at hy
        rw [(hd y).deriv]
        exact hp y hy)
  have h := hm (Set.mem_Ici.2 le_rfl) (Set.mem_Ici.2 hx.le) hx
  rwa [h0] at h
```

Q: Apply it.

A: Put $A(x)=x\cosh x-\sinh x$. Then $A(0)=0$ and $A'(x)=x\sinh x>0$, so $A>0$ for $x>0$. Over a common denominator, $L(x)=A(x)/(x\sinh x)$. Three more functions vanish at zero and have positive derivatives for $x>0$:

$$\big[(3+x^2)A-x^2\sinh x\big]'=xA+x^3\sinh x,$$

$$\big[x^2\sinh x-3A\big]'=xA,$$

$$\big[x\sinh x-A\big]'=\sinh x+x(\cosh x-\sinh x).$$

Their positivity, divided through by the positive denominators, gives in turn

$$\frac{x}{3+x^2}<L(x),\qquad L(x)<\frac x3,\qquad L(x)<1.$$

In the code these are `h1`, `h2` and `h3`; `hL` is the common-denominator form, and the last lines clear the fractions.

```lean
/-- For `x > 0` the Langevin function lies strictly below its linear response `x/3`, strictly
above `x/(3 + x²)`, and strictly below the saturation value one. -/
theorem langevin_bounds {x : ℝ} (hx : 0 < x) :
    x / (3 + x ^ 2) < langevin x ∧ langevin x < x / 3 ∧ langevin x < 1 := by
  have hs : 0 < sinh x := Real.sinh_pos_iff.2 hx
  have hA : ∀ y : ℝ, HasDerivAt (fun y => y * cosh y - sinh y) (y * sinh y) y := fun y =>
    (((hasDerivAt_id' y).fun_mul (Real.hasDerivAt_cosh y)).fun_sub
      (Real.hasDerivAt_sinh y)).congr_deriv (by ring)
  have hA0 : ∀ y : ℝ, 0 < y → 0 < y * cosh y - sinh y := fun y hy =>
    pos_of_deriv_pos (f := fun y => y * cosh y - sinh y) (f' := fun y => y * sinh y)
      (by simp) hA (fun z hz => mul_pos hz (Real.sinh_pos_iff.2 hz)) hy
  have hsq : ∀ y : ℝ, HasDerivAt (fun y => y * y) (2 * y) y := fun y =>
    ((hasDerivAt_id' y).fun_mul (hasDerivAt_id' y)).congr_deriv (by ring)
  -- each bound becomes the positivity of a function vanishing at zero
  have h1 : 0 < (3 + x * x) * (x * cosh x - sinh x) - x * x * sinh x :=
    pos_of_deriv_pos (f := fun y => (3 + y * y) * (y * cosh y - sinh y) - y * y * sinh y)
      (f' := fun y => y * (y * cosh y - sinh y) + y ^ 3 * sinh y) (by simp)
      (fun y => ((((hsq y).const_add 3).fun_mul (hA y)).fun_sub
        ((hsq y).fun_mul (Real.hasDerivAt_sinh y))).congr_deriv (by ring))
      (fun y hy => add_pos (mul_pos hy (hA0 y hy))
        (mul_pos (pow_pos hy 3) (Real.sinh_pos_iff.2 hy))) hx
  have h2 : 0 < x * x * sinh x - 3 * (x * cosh x - sinh x) :=
    pos_of_deriv_pos (f := fun y => y * y * sinh y - 3 * (y * cosh y - sinh y))
      (f' := fun y => y * (y * cosh y - sinh y)) (by simp)
      (fun y => (((hsq y).fun_mul (Real.hasDerivAt_sinh y)).fun_sub
        ((hA y).const_mul 3)).congr_deriv (by ring))
      (fun y hy => mul_pos hy (hA0 y hy)) hx
  have h3 : 0 < x * sinh x - (x * cosh x - sinh x) :=
    pos_of_deriv_pos (f := fun y => y * sinh y - (y * cosh y - sinh y))
      (f' := fun y => sinh y + y * (cosh y - sinh y)) (by simp)
      (fun y => (((hasDerivAt_id' y).fun_mul (Real.hasDerivAt_sinh y)).fun_sub
        (hA y)).congr_deriv (by ring))
      (fun y hy => add_pos (Real.sinh_pos_iff.2 hy)
        (mul_pos hy (sub_pos.2 (Real.sinh_lt_cosh y)))) hx
  have hL : langevin x = (x * cosh x - sinh x) / (x * sinh x) := by
    rw [langevin, div_sub_div _ _ hs.ne' hx.ne']
    ring
  have hxs : 0 < x * sinh x := mul_pos hx hs
  rw [hL]
  refine ⟨?_, ?_, ?_⟩
  · rw [div_lt_div_iff₀ (by positivity) hxs]
    linarith
  · rw [div_lt_div_iff₀ hxs (by norm_num)]
    linarith
  · rw [div_lt_one hxs]
    linarith
```

Q: So nothing orders for $K\le3$. Above 3, why only one positive solution? A curve can cross a line several times.

A: Look at the response per unit field, $R(x)=L(x)/x$. With $x=Kp$ and $p>0$, the equation $p=L(Kp)$ says exactly that $R(x)=1/K$. If $R$ decreases strictly, it takes that value at most once. Since $L'(x)=1/x^2-1/\sinh^2x$,

$$R'(x)=\frac{L'(x)}{x}-\frac{L(x)}{x^2}=-\frac{D(x)}{x^3\sinh^2x},\qquad D(x)=x^2+x\sinh x\cosh x-2\sinh^2x.$$

The next lemma is this derivative, with $\cosh^2x-\sinh^2x=1$ used in the simplification.

```lean
/-- For `x > 0`, the derivative of the response per unit field `L(x)/x`. -/
theorem hasDerivAt_response {x : ℝ} (hx : 0 < x) :
    HasDerivAt (fun y => langevin y / y)
      (-(x * x + x * (sinh x * cosh x) - 2 * (sinh x * sinh x)) / (x ^ 3 * sinh x ^ 2)) x := by
  have hs : sinh x ≠ 0 := (Real.sinh_pos_iff.2 hx).ne'
  have hx0 : x ≠ 0 := hx.ne'
  have hi := hasDerivAt_id' x
  refine HasDerivAt.congr_deriv ((((Real.hasDerivAt_cosh x).fun_div (Real.hasDerivAt_sinh x)
    hs).fun_sub ((hasDerivAt_const x (1 : ℝ)).fun_div hi hx0)).fun_div hi hx0) ?_
  have hc : sinh x * sinh x - cosh x * cosh x = -1 := by
    linear_combination -Real.cosh_sq x
  rw [hc]
  field_simp
  ring
```

Q: The sign of $D$ is not obvious to me.

A: Differentiate twice, using the same identity:

$$D'(x)=E(x),\qquad E(x)=3x+2x\sinh^2x-3\sinh x\cosh x,\qquad E'(x)=4\sinh x\,A(x).$$

(This $E$ is a function of $x$, no longer the field.) Both $D$ and $E$ vanish at zero. For $x>0$ we know $A>0$, so $E>0$, and hence $D>0$ and $R'<0$. In the proof, `h1` is $E>0$ and `h2` is $D>0$. The positivity of $A$ is recovered there from the lower bound on $L$.

```lean
/-- The response per unit field `L(x)/x` decreases strictly for `x > 0`. -/
theorem response_strictAnti : StrictAntiOn (fun x => langevin x / x) (Set.Ioi 0) := by
  have hsc : ∀ y : ℝ, HasDerivAt (fun y => sinh y * cosh y)
      (cosh y * cosh y + sinh y * sinh y) y := fun y =>
    (Real.hasDerivAt_sinh y).fun_mul (Real.hasDerivAt_cosh y)
  have hss : ∀ y : ℝ, HasDerivAt (fun y => sinh y * sinh y) (2 * (sinh y * cosh y)) y :=
    fun y => ((Real.hasDerivAt_sinh y).fun_mul (Real.hasDerivAt_sinh y)).congr_deriv (by ring)
  have hA : ∀ y : ℝ, 0 < y → 0 < y * cosh y - sinh y := fun y hy => by
    have h := (langevin_bounds hy).1
    have hs : 0 < sinh y := Real.sinh_pos_iff.2 hy
    have hL : 0 < langevin y := lt_trans (by positivity) h
    have he : y * cosh y - sinh y = langevin y * (sinh y * y) := by
      rw [langevin, div_sub_div _ _ hs.ne' hy.ne', div_mul_cancel₀ _ (mul_pos hs hy).ne']
      ring
    rw [he]
    positivity
  -- two differentiations reduce the sign to `sinh y < y cosh y`
  have h1 : ∀ y : ℝ, 0 < y → 0 < 3 * y + 2 * (y * (sinh y * sinh y)) - 3 * (sinh y * cosh y) :=
    fun y hy => pos_of_deriv_pos
      (f := fun y => 3 * y + 2 * (y * (sinh y * sinh y)) - 3 * (sinh y * cosh y))
      (f' := fun y => 4 * sinh y * (y * cosh y - sinh y)) (by simp)
      (fun z => ((((hasDerivAt_id' z).const_mul 3).fun_add
        (((hasDerivAt_id' z).fun_mul (hss z)).const_mul 2)).fun_sub
        ((hsc z).const_mul 3)).congr_deriv (by linear_combination (-3) * Real.cosh_sq z))
      (fun z hz => mul_pos (mul_pos (by norm_num) (Real.sinh_pos_iff.2 hz)) (hA z hz)) hy
  have h2 : ∀ y : ℝ, 0 < y → 0 < y * y + y * (sinh y * cosh y) - 2 * (sinh y * sinh y) :=
    fun y hy => pos_of_deriv_pos
      (f := fun y => y * y + y * (sinh y * cosh y) - 2 * (sinh y * sinh y))
      (f' := fun y => 3 * y + 2 * (y * (sinh y * sinh y)) - 3 * (sinh y * cosh y)) (by simp)
      (fun z => ((((hasDerivAt_id' z).fun_mul (hasDerivAt_id' z)).fun_add
        ((hasDerivAt_id' z).fun_mul (hsc z))).fun_sub
        ((hss z).const_mul 2)).congr_deriv (by linear_combination z * Real.cosh_sq z)) h1 hy
  refine strictAntiOn_of_deriv_neg (convex_Ioi 0)
    (fun y hy => (hasDerivAt_response hy).continuousAt.continuousWithinAt) (fun y hy => ?_)
  rw [interior_Ioi] at hy
  have hy0 : 0 < y := hy
  have hs : 0 < sinh y := Real.sinh_pos_iff.2 hy0
  rw [(hasDerivAt_response hy0).deriv]
  exact div_neg_of_neg_of_pos (neg_neg_of_pos (h2 y hy0)) (by positivity)
```

Q: At most one, then. Where does existence come from?

A: From two points that bracket the value $1/K$. For $K>3$ let $a=\sqrt{K-3}$. The lower bound on $L$ gives $R(a)>1/(3+a^2)=1/K$, and saturation gives $R(K)=L(K)/K<1/K$. Also $a\le K$, because $K-3\le K^2$. As $R$ is continuous on $[a,K]$, the intermediate value theorem supplies an $x$ with $R(x)=1/K$, and $p=x/K$ is the solution.

For $K\le3$, a solution $p>0$ would satisfy $p=L(Kp)<Kp/3\le p$, which is impossible.

In the code, `hlo` and `hhi` are the two bracketing inequalities, `intermediate_value_Icc'` gives $x$, and the injectivity of the strictly decreasing $R$ forces any other solution `q` to have $Kq=x$.

```lean
/-- Mean-field orientational catastrophe: for coupling `K > 0`, the equation `p = L(Kp)` has
exactly one solution `p > 0` when `K > 3` and none when `K ≤ 3`. -/
theorem orientational_catastrophe {K : ℝ} (hK : 0 < K) :
    (3 < K → ∃! p : ℝ, 0 < p ∧ p = langevin (K * p)) ∧
      (K ≤ 3 → ¬ ∃ p : ℝ, 0 < p ∧ p = langevin (K * p)) := by
  constructor
  · intro h3
    have ha : 0 < Real.sqrt (K - 3) := Real.sqrt_pos.2 (by linarith)
    have haK : Real.sqrt (K - 3) ≤ K := Real.sqrt_le_iff.2 ⟨hK.le, by nlinarith⟩
    -- L(x)/x is at least 1/K at x = √(K-3) and at most 1/K at x = K
    have hlo : 1 / K ≤ langevin (Real.sqrt (K - 3)) / Real.sqrt (K - 3) := by
      have h := (langevin_bounds ha).1
      rw [Real.sq_sqrt (by linarith), add_sub_cancel] at h
      rw [le_div_iff₀ ha, one_div_mul_eq_div]
      exact h.le
    have hhi : langevin K / K ≤ 1 / K := by
      have h := (langevin_bounds hK).2.2.le
      gcongr
    have hcont : ContinuousOn (fun x => langevin x / x) (Set.Icc (Real.sqrt (K - 3)) K) :=
      fun y hy => (hasDerivAt_response (ha.trans_le hy.1)).continuousAt.continuousWithinAt
    obtain ⟨x, hx, hxK⟩ := intermediate_value_Icc' haK hcont ⟨hhi, hlo⟩
    have hx0 : 0 < x := ha.trans_le hx.1
    have hLx : langevin x = 1 / K * x := (div_eq_iff hx0.ne').1 hxK
    refine ⟨x / K, ⟨div_pos hx0 hK, ?_⟩, ?_⟩
    · rw [mul_div_cancel₀ x hK.ne', hLx]
      ring
    · -- any solution q has L(x)/x = 1/K at x = K * q, which fixes the reduced field
      rintro q ⟨hq, hqL⟩
      have hr : langevin (K * q) / (K * q) = 1 / K := by
        rw [← hqL, div_eq_div_iff (mul_pos hK hq).ne' hK.ne']
        ring
      have hKq : K * q = x := response_strictAnti.injOn (Set.mem_Ioi.2 (mul_pos hK hq))
        (Set.mem_Ioi.2 hx0) (hr.trans hxK.symm)
      rw [eq_div_iff hK.ne', ← hKq]
      ring
  · rintro h3 ⟨p, hp, hpL⟩
    have h := (langevin_bounds (mul_pos hK hp)).2.1
    rw [← hpL] at h
    nlinarith
```

Q: Read me the statement as it stands, without the physics.

A: Let `K` be a positive real number. If `3 < K`, there is exactly one real `p` with `0 < p` and `p = langevin (K * p)`; that is the meaning of `∃!`. If `K ≤ 3`, there is no such `p`. The threshold itself belongs to the disordered side.

Q: It mentions `langevin`, not the thermal average. Is there a gap?

A: No. A solution has $Kp>0$, so `thermal_average` applies and $L(Kp)$ is the Boltzmann mean in the field $Kp$. The condition `0 < p` sets aside the unpolarised state $p=0$ and fixes the sense of the axis along which $p$ is measured.

Q: "Catastrophe" makes me expect something infinite.

A: The name is often used for a diverging linear response. Here it means that a polarised solution appears with no applied field, and its orientation stays finite. Put $x=Kp$ into the bounds on $L$. Saturation gives $p<1$. The lower bound gives $p>Kp/(3+(Kp)^2)$, and dividing by $p$ and clearing the denominator gives $K-3<(Kp)^2$. So above threshold the reduced field is larger than $\sqrt{K-3}$. The last theorem states both bounds for every positive solution; for $K\le3$ it has nothing to apply to.

```lean
/-- For `K > 0`, every solution `p > 0` of `p = L(Kp)` satisfies `K - 3 < (Kp)²` and `p < 1`. -/
theorem order_parameter_bounds {K p : ℝ} (hK : 0 < K) (hp : 0 < p)
    (h : p = langevin (K * p)) : K - 3 < (K * p) ^ 2 ∧ p < 1 := by
  obtain ⟨h1, -, h2⟩ := langevin_bounds (mul_pos hK hp)
  rw [← h] at h1 h2
  refine ⟨?_, h2⟩
  rw [div_lt_iff₀ (by positivity), mul_comm K p] at h1
  have h3 := lt_of_mul_lt_mul_left h1 hp.le
  rw [mul_comm K p]
  linarith

end

end OrientationalCatastrophe
```

```lean
#print axioms OrientationalCatastrophe.thermal_average
-- 'OrientationalCatastrophe.thermal_average' depends on axioms: [propext, Classical.choice, Quot.sound]
#print axioms OrientationalCatastrophe.orientational_catastrophe
-- 'OrientationalCatastrophe.orientational_catastrophe' depends on axioms: [propext, Classical.choice, Quot.sound]
#print axioms OrientationalCatastrophe.order_parameter_bounds
-- 'OrientationalCatastrophe.order_parameter_bounds' depends on axioms: [propext, Classical.choice, Quot.sound]
```

Q: Now my main doubt. Does this show that a real polar liquid orders at $K=3$?

A: No. The step from the model to the liquid is the replacement of the fluctuating field of the neighbours by an average field proportional to $p$. That is put in through $x=Kp$, and no hypothesis justifies it for a given liquid. The dipoles are also classical and rigid, with no induced moment. And the theorem counts solutions of an equation; which of them has the lower free energy is a separate question.

Q: Then what use is it to someone who runs simulations?

A: If a model has no applied field and treats the surroundings of a rigid classical dipole as a mean field proportional to $p$, the theorem says when a self-consistency loop has a polarised solution to find. For $0<K\le3$, a positive $p$ reported as converged is an artefact of the numerics; for $K>3$ there is one positive value to look for, and it lies between $\sqrt{K-3}/K$ and 1.
